# Intensity sum rule and stacking-independent reflections for N identical close-packed layers

After computing structure factors along a rod $(h,k)$ of a close-packed polytype, one can check the normalisation by adding the intensities at $l=0,\dots,N-1$. For $N$ identical, equally spaced layers of unit scattering strength, the total must be $N^2$, whatever the stacking. On rods where 3 divides $h-k$, the structure factor itself is the same for every stacking. Within this rigid-layer, single-scattering model, the two facts test a structure-factor routine applied to simulated polytypes.

## Identical layers at equal spacing

Write $e(x)=\exp(2\pi\mathrm i x)$ and $\omega=e(1/3)$. Layer $j=0,\dots,N-1$ has height $j/N$ in units of the cell's $c$ axis and lateral position $s_j$, with A, B, C coded as 0, 1, 2. With B at $(1/3,2/3)$ and C at $(2/3,1/3)$, the lateral phase is $\omega^{s_j(h-k)}$, because $h+2k$ and $h-k$ differ by a multiple of 3. Thus

$$F(hkl)=\sum_{j=0}^{N-1}\omega^{s_j(h-k)}\,e(lj/N).$$

In Lean 4 with Mathlib:

```lean
import Mathlib

open Finset ComplexConjugate

namespace ClosePackedStacking

noncomputable section

/-- The cube root of unity `exp (2πi/3)`. -/
def omega : ℂ := Complex.exp (2 * Real.pi * Complex.I / 3)

/-- Structure factor of `N ≥ 1` close-packed layers, layer `j` having lateral position
`s j` (A, B or C, coded as 0, 1, 2) and height `j / N`. -/
def structureFactor {N : ℕ} (s : Fin N → ZMod 3) (h k l : ℤ) : ℂ :=
  ∑ j : Fin N, omega ^ (((s j).val : ℤ) * (h - k)) *
    Complex.exp (2 * Real.pi * Complex.I * l * (j : ℕ) / N)

/-- The two-layer stacking AB of the hexagonal close-packed structure. -/
def hcpStacking : Fin 2 → ZMod 3 := ![0, 1]

/-- The three-layer stacking ABC of the cubic close-packed structure. -/
def fccStacking : Fin 3 → ZMod 3 := ![0, 1, 2]
```

In `structureFactor`, a stacking is a map `Fin N → ZMod 3`, `.val` takes the representative 0, 1 or 2, and the indices are integers. Equal spacing and equal scattering strength are built into this definition. Atomic form factors, thermal motion and layer relaxation are left out. Neighbouring layers are allowed to coincide laterally, since the sum rule never uses the close-packing constraint.

The results for a general stacking use two properties of the lateral phases: $\omega^m=1$ exactly when 3 divides $m$, and $|\omega|=1$. The first comes from Mathlib's theorem on primitive roots; the second follows from $\omega^3=1$.

```lean
/-- An integer power of `omega` equals one exactly when the exponent is divisible by 3. -/
theorem omega_zpow_eq_one_iff (m : ℤ) : omega ^ m = 1 ↔ (3 : ℤ) ∣ m := by
  have hp : IsPrimitiveRoot omega 3 := by
    simpa only [omega, Nat.cast_ofNat] using
      Complex.isPrimitiveRoot_exp 3 (by norm_num)
  exact_mod_cast hp.zpow_eq_one_iff_dvd m

lemma omega_ne_zero : omega ≠ 0 := Complex.exp_ne_zero _

lemma norm_omega : ‖omega‖ = 1 := by
  have h3 : omega ^ 3 = 1 := by
    exact_mod_cast (omega_zpow_eq_one_iff 3).2 (dvd_refl 3)
  exact (pow_eq_one_iff_of_nonneg (norm_nonneg _) three_ne_zero).1
    (by rw [← norm_pow, h3, norm_one])
```

Equal spacing enters through a geometric sum. For $N\ge1$ and an integer $d$, put $z=e(d/N)$. Then $z^N=1$, and $z=1$ exactly when $N$ divides $d$. In that case $\sum_{n<N}z^n=N$. Otherwise $(1-z)\sum_{n<N}z^n=1-z^N=0$ forces the sum to vanish. The proof of `layer_phase_sum` establishes these facts about $z$ as `hzN` and `hz1`, then splits into the same two cases.

```lean
/-- The phases of `N` equally spaced layers add up to `N` if `N` divides the index `d`,
and cancel otherwise. -/
theorem layer_phase_sum (N : ℕ) (d : ℤ) :
    ∑ n ∈ range N, Complex.exp (2 * Real.pi * Complex.I * d * n / N) =
      if (N : ℤ) ∣ d then (N : ℂ) else 0 := by
  rcases eq_or_ne N 0 with rfl | hN0
  · simp
  have hN : (N : ℂ) ≠ 0 := Nat.cast_ne_zero.2 hN0
  obtain ⟨z, hz⟩ : ∃ z, z = Complex.exp (2 * Real.pi * Complex.I * d / N) := ⟨_, rfl⟩
  have hpow : ∀ n : ℕ,
      Complex.exp (2 * Real.pi * Complex.I * d * n / N) = z ^ n := by
    intro n
    rw [hz, ← Complex.exp_nat_mul]
    congr 1
    ring
  have hzN : z ^ N = 1 := by
    rw [hz, ← Complex.exp_nat_mul, Complex.exp_eq_one_iff]
    exact ⟨d, by field_simp⟩
  have hz1 : z = 1 ↔ (N : ℤ) ∣ d := by
    rw [hz, Complex.exp_eq_one_iff]
    constructor
    · rintro ⟨n, hn⟩
      rw [div_eq_iff hN] at hn
      have hd : (d : ℂ) = N * n := by
        apply mul_left_cancel₀ Complex.two_pi_I_ne_zero
        linear_combination hn
      exact ⟨n, by exact_mod_cast hd⟩
    · rintro ⟨n, hn⟩
      refine ⟨n, ?_⟩
      rw [div_eq_iff hN, hn]
      push_cast
      ring
  simp_rw [hpow]
  split_ifs with hd
  · rw [hz1.2 hd]
    simp
  · -- a geometric sum with ratio different from one
    have hg := mul_neg_geom_sum z N
    rw [hzN, sub_self] at hg
    exact (mul_eq_zero.1 hg).resolve_left
      (sub_ne_zero.2 fun e => hd (hz1.1 e.symm))
```

For arbitrary layer amplitudes $c_j$, expanding the square gives

$$\sum_{l<N}\Big|\sum_j c_j\,e(lj/N)\Big|^2=\sum_{i,j}c_i\overline{c_j}\sum_{l<N}e\big((i-j)l/N\big)=N\sum_j|c_j|^2.$$

The inner sum is $N$ for $i=j$ and 0 otherwise, because two layer indices below $N$ differ by a multiple of $N$ only if they are equal. That last point is `dvd_layer_sub_iff`. In `layer_parseval`, `he` combines the two exponentials and `hij` evaluates the inner sum.

```lean
lemma dvd_layer_sub_iff {N : ℕ} (i j : Fin N) :
    (N : ℤ) ∣ ((i : ℕ) : ℤ) - ((j : ℕ) : ℤ) ↔ i = j := by
  constructor
  · rintro ⟨q, hq⟩
    have hi : ((i : ℕ) : ℤ) < N := by exact_mod_cast i.isLt
    have hj : ((j : ℕ) : ℤ) < N := by exact_mod_cast j.isLt
    have h1 : q < 1 := by
      by_contra hc
      have hc' : 1 ≤ q := not_lt.1 hc
      nlinarith
    have h2 : -1 < q := by
      by_contra hc
      have hc' : q ≤ -1 := not_lt.1 hc
      nlinarith
    have h0 : q = 0 := by omega
    rw [h0, mul_zero] at hq
    exact Fin.ext (by omega)
  · rintro rfl
    simp

/-- Parseval's identity for a stack of layers with arbitrary complex amplitudes `c j`. -/
theorem layer_parseval {N : ℕ} (c : Fin N → ℂ) :
    ∑ l ∈ range N, ‖∑ j : Fin N, c j *
      Complex.exp (2 * Real.pi * Complex.I * l * (j : ℕ) / N)‖ ^ 2 =
      N * ∑ j, ‖c j‖ ^ 2 := by
  have hn : ∀ z : ℂ, ((‖z‖ ^ 2 : ℝ) : ℂ) = z * conj z := by
    intro z
    rw [Complex.mul_conj, Complex.normSq_eq_norm_sq]
  -- for given l, the product of the two vertical phases depends on i and j through i - j
  have he : ∀ (l : ℕ) (i j : Fin N),
      Complex.exp (2 * Real.pi * Complex.I * l * (i : ℕ) / N) *
        conj (Complex.exp (2 * Real.pi * Complex.I * l * (j : ℕ) / N)) =
      Complex.exp (2 * Real.pi * Complex.I *
        ((((i : ℕ) : ℤ) - ((j : ℕ) : ℤ) : ℤ) : ℂ) * l / N) := by
    intro l i j
    rw [← Complex.exp_conj, ← Complex.exp_add]
    congr 1
    simp only [map_div₀, map_mul, Complex.conj_I, Complex.conj_ofReal, map_natCast,
      map_ofNat]
    push_cast
    ring
  apply Complex.ofReal_injective
  rw [Complex.ofReal_sum, Complex.ofReal_mul, Complex.ofReal_sum, Complex.ofReal_natCast]
  simp_rw [hn, map_sum, Finset.sum_mul_sum]
  rw [Finset.sum_comm, Finset.mul_sum]
  refine Finset.sum_congr rfl fun i _ => ?_
  rw [Finset.sum_comm]
  have hij : ∀ j : Fin N, ∑ l ∈ range N,
      c i * Complex.exp (2 * Real.pi * Complex.I * l * (i : ℕ) / N) *
        conj (c j * Complex.exp (2 * Real.pi * Complex.I * l * (j : ℕ) / N)) =
      c i * conj (c j) * (if i = j then (N : ℂ) else 0) := by
    intro j
    have hs := layer_phase_sum N (((i : ℕ) : ℤ) - ((j : ℕ) : ℤ))
    simp only [dvd_layer_sub_iff] at hs
    rw [← hs, Finset.mul_sum]
    refine Finset.sum_congr rfl fun l _ => ?_
    rw [← he l i j, map_mul]
    ring
  rw [Finset.sum_congr rfl fun j _ => hij j, Finset.sum_eq_single i]
  · rw [if_pos rfl]
    ring
  · intro j _ hj
    rw [if_neg hj.symm, mul_zero]
  · simp
```

Equal scattering strength is used only now: $|c_j|=|\omega^{s_j(h-k)}|=1$, so the right-hand side is $N\cdot N$.

```lean
/-- Sum rule: for every stacking, the intensities at `l = 0, ..., N - 1` on the rod `(h, k)`
add up to `N ^ 2`. -/
theorem intensity_sum_rule {N : ℕ} (s : Fin N → ZMod 3) (h k : ℤ) :
    ∑ l ∈ range N, ‖structureFactor s h k l‖ ^ 2 = (N : ℝ) ^ 2 := by
  simp only [structureFactor, Int.cast_natCast]
  rw [layer_parseval]
  simp only [norm_zpow, norm_omega, one_zpow, one_pow, Finset.sum_const,
    Finset.card_univ, Fintype.card_fin, nsmul_eq_mul, mul_one]
  ring
```

With unequal layers, the total is $N\sum_j|c_j|^2$ instead. With unequal spacing, the rule can fail: two layers at heights 0 and $1/4$, with $h=k$, give intensities 4 and 2 at $l=0,1$, which add up to 6 and not 4.

For a numerical instance, take ABAC, so $N=4$ and $s=(0,1,0,2)$, with $h-k=1$:

| $l$ | $F$ | $\lvert F\rvert^2$ |
|---|---|---|
| 0 | $2+\omega+\omega^2=1$ | 1 |
| 1 | $\mathrm i(\omega-\omega^2)=-\sqrt3$ | 3 |
| 2 | $2-\omega-\omega^2=3$ | 9 |
| 3 | $-\mathrm i(\omega-\omega^2)=\sqrt3$ | 3 |

The intensities add up to $16=4^2$. In NumPy, with the lateral phases in an array `a`, the four values of $F$ are `N*np.fft.ifft(a)`. The check catches a prefactor whose modulus is not 1, or a single term left out of the sum over the $N$ layers, which lowers the total to $N(N-1)$. It does not catch a wrong stacking sequence, since every sequence passes.

## Divisibility of h − k by 3

The hypothesis `hk : (3 : ℤ) ∣ h - k` says that the positions A, B and C scatter in phase on this rod. Every factor $\omega^{s_j(h-k)}$ is then 1, and the geometric sum with $d=l$ gives $F=N$ if $N$ divides $l$ and $F=0$ otherwise. The proof makes the same replacement term by term.

```lean
/-- If 3 divides `h - k`, the structure factor is `N` when `N` divides `l` and zero otherwise,
for every stacking. -/
theorem structureFactor_of_dvd {N : ℕ} (s : Fin N → ZMod 3) {h k : ℤ}
    (hk : (3 : ℤ) ∣ h - k) (l : ℤ) :
    structureFactor s h k l = if (N : ℤ) ∣ l then (N : ℂ) else 0 := by
  rw [← layer_phase_sum N l, Finset.sum_range]
  refine Finset.sum_congr rfl fun j _ => ?_
  rw [(omega_zpow_eq_one_iff _).2 (Dvd.dvd.mul_left hk _), one_mul]
```

Without the hypothesis, the stacking matters: for $h-k=1$ and $l=0$, four layers stacked ABAB give intensity $|2+2\omega|^2=4$, and ABAC gives 1.

A rigid lateral shift by $t$ shows the dependence in the phase. Replacing $s_j$ by $s_j+t$ multiplies each term, and hence $F$, by $\omega^{t(h-k)}$. Addition in `ZMod 3` may wrap around, which changes the exponent by a multiple of $3(h-k)$ and leaves the phase alone; `hv` checks the underlying congruence for all pairs of positions.

```lean
/-- Moving the whole stack laterally by `t` multiplies the structure factor by the phase
`omega ^ (t (h - k))`. -/
theorem structureFactor_shift {N : ℕ} (s : Fin N → ZMod 3) (t : ZMod 3) (h k l : ℤ) :
    structureFactor (fun j => s j + t) h k l =
      omega ^ ((t.val : ℤ) * (h - k)) * structureFactor s h k l := by
  have hv : ∀ a b : ZMod 3,
      (3 : ℤ) ∣ ((a + b).val : ℤ) - ((b.val : ℤ) + (a.val : ℤ)) := by decide
  unfold structureFactor
  rw [Finset.mul_sum]
  refine Finset.sum_congr rfl fun j _ => ?_
  have h1 := (omega_zpow_eq_one_iff _).2 (Dvd.dvd.mul_right (hv (s j) t) (h - k))
  have h2 : ((s j + t).val : ℤ) * (h - k) =
      (((s j + t).val : ℤ) - ((t.val : ℤ) + ((s j).val : ℤ))) * (h - k) +
        ((t.val : ℤ) * (h - k) + ((s j).val : ℤ) * (h - k)) := by ring
  rw [h2, zpow_add₀ omega_ne_zero, h1, one_mul, zpow_add₀ omega_ne_zero, mul_assoc]
```

## At least one layer

Suppose that a shift by $t=1$ leaves $F$ unchanged for every $l<N$. Then $(\omega^{h-k}-1)F=0$ for each of these $l$. If 3 did not divide $h-k$, every $F$ would vanish, and the sum rule would read $0=N^2$. This contradicts `hN : N ≠ 0`, which says that there is something to scatter. The other direction follows from the stacking-independent value of $F$.

```lean
/-- For any stack of at least one layer, moving all layers to the next lateral position leaves
the structure factors at `l = 0, ..., N - 1` unchanged exactly when 3 divides `h - k`. -/
theorem shift_invariant_iff {N : ℕ} (hN : N ≠ 0) (s : Fin N → ZMod 3) (h k : ℤ) :
    (∀ l ∈ range N, structureFactor (fun j => s j + 1) h k l = structureFactor s h k l) ↔
      (3 : ℤ) ∣ h - k := by
  constructor
  · intro hs
    by_contra hk
    have hv : ((1 : ZMod 3).val : ℤ) = 1 := rfl
    -- otherwise every structure factor vanishes, against the sum rule
    have h0 : ∀ l ∈ range N, ‖structureFactor s h k l‖ ^ 2 = 0 := by
      intro l hl
      have h1 := hs l hl
      rw [structureFactor_shift, hv, one_mul] at h1
      have h2 : (omega ^ (h - k) - 1) * structureFactor s h k l = 0 := by
        linear_combination h1
      have h3 := (mul_eq_zero.1 h2).resolve_left
        (sub_ne_zero.2 fun e => hk ((omega_zpow_eq_one_iff _).1 e))
      rw [h3, norm_zero]
      norm_num
    have hsum := intensity_sum_rule s h k
    rw [Finset.sum_eq_zero h0] at hsum
    exact pow_ne_zero 2 (Nat.cast_ne_zero.2 hN) hsum.symm
  · intro hk l _
    rw [structureFactor_of_dvd _ hk, structureFactor_of_dvd _ hk]
```

For an empty stack, the invariance holds trivially for all $h,k$, so the equivalence fails. The criterion concerns the complex amplitude: a rigid shift never changes an intensity.

## The ABC and AB stackings

For ABC, $s_j=j$, so the lateral and vertical phases merge into $e\big(j(h-k+l)/3\big)$. The geometric sum gives 3 or 0 with no condition on $h-k$.

```lean
/-- For ABC stacking the structure factor is 3 if 3 divides `h - k + l`, and zero otherwise. -/
theorem structureFactor_fcc (h k l : ℤ) :
    structureFactor fccStacking h k l = if (3 : ℤ) ∣ h - k + l then 3 else 0 := by
  have hv : ∀ j : Fin 3, (fccStacking j).val = (j : ℕ) := by
    intro j
    fin_cases j <;> rfl
  have key := layer_phase_sum 3 (h - k + l)
  rw [Finset.sum_range] at key
  simp only [Nat.cast_ofNat] at key
  refine Eq.trans ?_ key
  unfold structureFactor
  refine Finset.sum_congr rfl fun j _ => ?_
  rw [hv j, omega, ← Complex.exp_int_mul, ← Complex.exp_add]
  congr 1
  push_cast
  ring
```

For AB, $F=1+z(-1)^l$ with $z=\omega^{h-k}$. The hypothesis `hk : ¬ (3 : ℤ) ∣ h - k` selects the rods on which A and B do not scatter in phase, so $z\neq1$. From $z^3=1$ then follows $1+z+z^2=0$, hence $|1+z|=|z^2|=1$, the value for even $l$. For odd $l$, the parallelogram law gives $|1-z|^2=2(1+1)-1=3$. In the proof, `hq` and `hplus` are the even case, and `hp` is the parallelogram law.

```lean
/-- For AB stacking and `h - k` not divisible by 3, the intensity is 1 for even `l`
and 3 for odd `l`. -/
theorem intensity_hcp {h k : ℤ} (hk : ¬ (3 : ℤ) ∣ h - k) (l : ℤ) :
    ‖structureFactor hcpStacking h k l‖ ^ 2 = if Even l then 1 else 3 := by
  have hA : ((hcpStacking 0).val : ℤ) = 0 := rfl
  have hB : ((hcpStacking 1).val : ℤ) = 1 := rfl
  have hF : structureFactor hcpStacking h k l =
      1 + omega ^ (h - k) * Complex.exp (2 * Real.pi * Complex.I * l / 2) := by
    rw [structureFactor, Fin.sum_univ_two, hA, hB]
    simp
  have hz1 : omega ^ (h - k) ≠ 1 := fun e => hk ((omega_zpow_eq_one_iff _).1 e)
  have hz3 : (omega ^ (h - k)) ^ 3 = 1 := by
    rw [← zpow_natCast, ← zpow_mul]
    exact (omega_zpow_eq_one_iff _).2 ⟨h - k, by push_cast; ring⟩
  have hzn : ‖omega ^ (h - k)‖ = 1 := by rw [norm_zpow, norm_omega, one_zpow]
  rw [hF]
  generalize omega ^ (h - k) = z at hz1 hz3 hzn ⊢
  -- the three cube roots of unity add up to zero
  have hq : 1 + z = -z ^ 2 := by
    have h0 : (z - 1) * (1 + z + z ^ 2) = 0 := by linear_combination hz3
    linear_combination (mul_eq_zero.1 h0).resolve_left (sub_ne_zero.2 hz1)
  have hplus : ‖1 + z‖ = 1 := by rw [hq, norm_neg, norm_pow, hzn, one_pow]
  split_ifs with hl
  · obtain ⟨r, hr⟩ := hl
    have he : Complex.exp (2 * Real.pi * Complex.I * l / 2) = 1 := by
      rw [Complex.exp_eq_one_iff]
      exact ⟨r, by rw [hr]; push_cast; ring⟩
    rw [he, mul_one, hplus, one_pow]
  · obtain ⟨r, hr⟩ := Int.not_even_iff_odd.1 hl
    have he : Complex.exp (2 * Real.pi * Complex.I * l / 2) = -1 := by
      have ha : 2 * Real.pi * Complex.I * l / 2 =
          r * (2 * Real.pi * Complex.I) + Real.pi * Complex.I := by
        rw [hr]
        push_cast
        ring
      rw [ha, Complex.exp_add, Complex.exp_pi_mul_I,
        Complex.exp_eq_one_iff.2 ⟨r, rfl⟩, one_mul]
    have hp := parallelogram_law_with_norm ℝ (1 : ℂ) z
    rw [hplus, hzn, norm_one] at hp
    rw [he, mul_neg_one, ← sub_eq_add_neg]
    nlinarith

end

end ClosePackedStacking
```

When 3 does divide $h-k$, the intensities are 4 for even $l$ and 0 for odd $l$, by `structureFactor_of_dvd`.

```lean
#print axioms ClosePackedStacking.intensity_sum_rule
-- 'ClosePackedStacking.intensity_sum_rule' depends on axioms: [propext, Classical.choice, Quot.sound]
#print axioms ClosePackedStacking.shift_invariant_iff
-- 'ClosePackedStacking.shift_invariant_iff' depends on axioms: [propext, Classical.choice, Quot.sound]
#print axioms ClosePackedStacking.structureFactor_fcc
-- 'ClosePackedStacking.structureFactor_fcc' depends on axioms: [propext, Classical.choice, Quot.sound]
#print axioms ClosePackedStacking.intensity_hcp
-- 'ClosePackedStacking.intensity_hcp' depends on axioms: [propext, Classical.choice, Quot.sound]
```
